# The zero-point energy of coupled harmonic oscillators is concave in their force constants

## Mode frequencies from the secular polynomial

Two facts about the zero-point energy of coupled oscillators are proved here: it is concave in the force constants wherever their matrix is positive definite, and, if the coupling has no diagonal entries and makes no squared frequency negative, it never exceeds the zero-point energy of the uncoupled oscillators. The energy is defined through the mode frequencies, not through a matrix square root. For unit masses, $\hbar=1$ and potential energy $\tfrac12 q^TCq$, with $q$ the displacements and $C$ the force-constant matrix, the squared frequencies are the roots $\lambda_i$ of the secular polynomial of $C$, and

$$E(C)=\tfrac12\sum_i\sqrt{\lambda_i}.$$

In many-body dispersion the oscillators stand for fluctuating atomic dipoles, and the change of $E$ caused by their coupling is the dispersion energy. The results concern this finite harmonic model. That $E(C)$ is the ground-state energy of the quantum Hamiltonian for positive definite $C$ is taken from quantum mechanics and enters through the definition. If $C$ is only positive semidefinite, a mode of zero frequency moves freely and has no normalisable ground state; $E(C)$ is then the lower end of the energy spectrum.

## A variational bound and its consequences

For a positive definite trial matrix $X$, let

$$F(C,X)=\tfrac14\operatorname{tr}(CX+X^{-1}).$$

This is the mean energy of the real Gaussian wave function centred at $q=0$ with position covariance $X/2$.

**Bound.** Let $C$ be positive semidefinite. Diagonalise it as $C=U\,\mathrm{diag}(\lambda_i)\,U^T$ with $U$ orthogonal, and set $S=U\,\mathrm{diag}(\sqrt{\lambda_i})\,U^T$. Then $S^2=C$ and $E(C)=\tfrac12\operatorname{tr}S$. The matrix

$$(SX-1)X^{-1}(SX-1)^T=SXS-2S+X^{-1}$$

is positive semidefinite, so its trace is nonnegative. Since $\operatorname{tr}(SXS)=\operatorname{tr}(CX)$, this gives $2\operatorname{tr}S\le\operatorname{tr}(CX+X^{-1})$, which is $E(C)\le F(C,X)$.

**Equality.** If $C$ is positive definite, $X=S^{-1}$ is allowed. Then $CX=S=X^{-1}$ and $F=\tfrac12\operatorname{tr}S=E(C)$.

**Concavity.** Take positive definite $A,B$ and weights $a,b\ge0$ with $a+b=1$. The mixture $aA+bB$ is positive definite; let $X$ be its optimal trial matrix. Because $F$ is affine in its first argument,

$$E(aA+bB)=aF(A,X)+bF(B,X)\ge aE(A)+bE(B).$$

For fixed matrices $K$ and $V$ and any two coupling strengths $s$ and $t$, the line $K+gV$ satisfies $K+(as+bt)V=a(K+sV)+b(K+tV)$, so $E$ is also concave in the coupling strength $g$ wherever $K+gV$ is positive definite.

**Sign of the coupling energy.** Let $C=\mathrm{diag}(\omega_i^2)+V$ be positive semidefinite, with $\omega_i>0$ and $V_{ii}=0$, meaning that no oscillator couples to itself. With $X=\mathrm{diag}(1/\omega_i)$ both traces equal $\sum_i\omega_i$, so $E(C)\le\tfrac12\sum_i\omega_i$. Within the model, the dispersion energy is never positive.

## Two oscillators, and one that softens

Take $C=\begin{pmatrix}5&4\\4&5\end{pmatrix}$. Its eigenvalues are 9 and 1, so $E=(3+1)/2=2$. The square root is $S=\begin{pmatrix}2&1\\1&2\end{pmatrix}$, and $\tfrac12\operatorname{tr}S=2$ as well. Without coupling the energy is $\sqrt5\approx2.236$, so the coupling lowers it by about 0.236.

For a single oscillator the bound reads $\tfrac14(\omega^2x+1/x)\ge\omega/2$, with equality at $x=1/\omega$. As $\omega\to0$ the optimal $x$ diverges: at $\omega=0$ the bound holds, but no $x$ attains it.

## Reading the Lean statements

The finite type `n` labels the coordinates, for atomic dipoles the Cartesian components of all atoms. `PosSemidef` and `PosDef` include symmetry, and `ᴴ` is the transpose for real matrices. `zeroPointEnergy` is $E$, with roots counted by multiplicity, and `trialEnergy` is $F$. `IsLeast` says that $E(C)$ is a value of $F(C,\cdot)$ and a lower bound to all of them. `ConcaveOn` includes convexity of the domain.

```lean
import Mathlib

open Matrix

namespace ManyBodyDispersionConcavity

noncomputable section

variable {n : Type*} [Fintype n] [DecidableEq n]

/-- Zero-point energy (unit masses, `ħ = 1`) of coupled oscillators with positive semidefinite
force-constant matrix `C`: half the sum of the mode frequencies, whose squares are the roots of
the secular polynomial of `C`. -/
def zeroPointEnergy (C : Matrix n n ℝ) : ℝ :=
  (C.charpoly.roots.map Real.sqrt).sum / 2

/-- Trial energy `tr (C X + X⁻¹) / 4` of the force-constant matrix `C` for an invertible trial
matrix `X`. -/
def trialEnergy (C X : Matrix n n ℝ) : ℝ :=
  trace (C * X + X⁻¹) / 4

/-- A real positive semidefinite matrix is brought to diagonal form, with nonnegative entries,
by an orthogonal matrix of normal modes. -/
theorem normal_modes {A : Matrix n n ℝ} (hA : A.PosSemidef) :
    ∃ (U : Matrix n n ℝ) (d : n → ℝ),
      (∀ i, 0 ≤ d i) ∧ Uᴴ * U = 1 ∧ A = U * diagonal d * Uᴴ := by
  refine ⟨hA.isHermitian.eigenvectorUnitary, hA.isHermitian.eigenvalues,
    hA.eigenvalues_nonneg, ?_, ?_⟩
  · exact (Matrix.mem_unitaryGroup_iff').mp hA.isHermitian.eigenvectorUnitary.2
  · have h := hA.isHermitian.spectral_theorem
    rw [Unitary.conjStarAlgAut_apply] at h
    exact h

/-- Squaring a matrix `U * diagonal d * Uᴴ` with `Uᴴ * U = 1` squares the entries `d i` of its
diagonal form and keeps the modes `U`. -/
theorem normal_modes_sq {U : Matrix n n ℝ} (hU : Uᴴ * U = 1) (d : n → ℝ) :
    (U * diagonal d * Uᴴ) * (U * diagonal d * Uᴴ)
      = U * diagonal (fun i => d i * d i) * Uᴴ := by
  calc (U * diagonal d * Uᴴ) * (U * diagonal d * Uᴴ)
      = U * diagonal d * (Uᴴ * U) * diagonal d * Uᴴ := by simp only [mul_assoc]
    _ = U * (diagonal d * diagonal d) * Uᴴ := by rw [hU, mul_one, mul_assoc U]
    _ = U * diagonal (fun i => d i * d i) * Uᴴ := by rw [diagonal_mul_diagonal]

/-- The zero-point energy is half the trace of the square root of the force-constant matrix:
if `C = S²` with `S` positive semidefinite, it equals `tr S / 2`. -/
theorem zeroPointEnergy_sq {S : Matrix n n ℝ} (hS : S.PosSemidef) :
    zeroPointEnergy (S * S) = trace S / 2 := by
  obtain ⟨U, d, hd, hU, hSU⟩ := normal_modes hS
  -- the secular polynomial does not depend on the choice of coordinates
  have hpoly : (S * S).charpoly = (diagonal (fun i => d i * d i)).charpoly := by
    rw [hSU, normal_modes_sq hU, Matrix.charpoly_mul_comm, ← mul_assoc, hU, one_mul]
  have hchar : charmatrix (diagonal (fun i => d i * d i))
      = diagonal (fun i => Polynomial.X - Polynomial.C (d i * d i)) := by
    ext1 i j
    by_cases h : i = j
    · subst h
      rw [charmatrix_apply_eq, diagonal_apply_eq, diagonal_apply_eq]
    · rw [charmatrix_apply_ne _ _ _ h, diagonal_apply_ne _ h, diagonal_apply_ne _ h,
        Polynomial.C_0, neg_zero]
  have hprod : ∏ i, (Polynomial.X - Polynomial.C (d i * d i))
      = ((Finset.univ.val.map (fun i => d i * d i)).map
          (fun a => Polynomial.X - Polynomial.C a)).prod := by
    rw [Multiset.map_map]
    rfl
  have htrace : trace S = ∑ i, d i := by
    rw [hSU, trace_mul_comm, ← mul_assoc, hU, one_mul, trace_diagonal]
  -- the roots are the squares of the entries of `S` in its normal modes
  rw [zeroPointEnergy, hpoly, Matrix.charpoly, hchar, det_diagonal, hprod,
    Polynomial.roots_multiset_prod_X_sub_C, Multiset.map_map, htrace]
  congr 1
  exact Finset.sum_congr rfl (fun i _ => Real.sqrt_mul_self (hd i))

/-- Every positive semidefinite force-constant matrix has a positive semidefinite square root. -/
theorem exists_sqrt {C : Matrix n n ℝ} (hC : C.PosSemidef) :
    ∃ S : Matrix n n ℝ, S.PosSemidef ∧ S * S = C := by
  obtain ⟨U, d, hd, hU, hCU⟩ := normal_modes hC
  refine ⟨U * diagonal (fun i => Real.sqrt (d i)) * Uᴴ, ?_, ?_⟩
  · exact (posSemidef_diagonal_iff.mpr
      (fun i => Real.sqrt_nonneg (d i))).mul_mul_conjTranspose_same U
  · rw [normal_modes_sq hU, hCU]
    simp only [Real.mul_self_sqrt (hd _)]

/-- For a positive semidefinite force-constant matrix, every positive definite trial matrix gives
an upper bound to the zero-point energy. -/
theorem zeroPointEnergy_le_trialEnergy {C X : Matrix n n ℝ} (hC : C.PosSemidef)
    (hX : X.PosDef) : zeroPointEnergy C ≤ trialEnergy C X := by
  obtain ⟨S, hS, rfl⟩ := exists_sqrt hC
  have hdet : IsUnit X.det := isUnit_iff_ne_zero.mpr hX.det_pos.ne'
  have hadj : (S * X - 1)ᴴ = X * S - 1 := by
    rw [conjTranspose_sub, conjTranspose_mul, conjTranspose_one, hS.isHermitian.eq,
      hX.isHermitian.eq]
  -- four times the error of the trial energy is the trace of this positive semidefinite matrix
  have hsquare : (S * X - 1) * X⁻¹ * (S * X - 1)ᴴ = S * X * S - S - S + X⁻¹ := by
    rw [hadj]
    calc (S * X - 1) * X⁻¹ * (X * S - 1)
        = S * (X * X⁻¹) * X * S - S * (X * X⁻¹) - (X⁻¹ * X) * S + X⁻¹ := by noncomm_ring
      _ = S * X * S - S - S + X⁻¹ := by
        rw [mul_nonsing_inv X hdet, nonsing_inv_mul X hdet, mul_one, one_mul]
  have hpos := (hX.inv.posSemidef.mul_mul_conjTranspose_same (S * X - 1)).trace_nonneg
  have hcycle : trace (S * X * S) = trace (S * S * X) := by
    rw [trace_mul_comm, ← mul_assoc]
  rw [hsquare, trace_add, trace_sub, trace_sub, hcycle] at hpos
  rw [zeroPointEnergy_sq hS, trialEnergy, trace_add]
  linarith

/-- For `C = S²` with `S` positive definite, the trial matrix `S⁻¹` gives the exact zero-point
energy. -/
theorem trialEnergy_inv_sqrt {S : Matrix n n ℝ} (hS : S.PosDef) :
    trialEnergy (S * S) S⁻¹ = zeroPointEnergy (S * S) := by
  have hdet : IsUnit S.det := isUnit_iff_ne_zero.mpr hS.det_pos.ne'
  rw [zeroPointEnergy_sq hS.posSemidef, trialEnergy, mul_assoc, mul_nonsing_inv S hdet,
    mul_one, nonsing_inv_nonsing_inv S hdet, trace_add]
  ring

/-- Variational principle: for a positive definite force-constant matrix, the zero-point energy
is the minimum of the trial energy over all positive definite trial matrices. -/
theorem zeroPointEnergy_isLeast {C : Matrix n n ℝ} (hC : C.PosDef) :
    IsLeast (trialEnergy C '' {X | X.PosDef}) (zeroPointEnergy C) := by
  constructor
  · obtain ⟨S, hS, rfl⟩ := exists_sqrt hC.posSemidef
    have hdet : S.det ≠ 0 := by
      have h := hC.det_pos.ne'
      rw [det_mul] at h
      exact left_ne_zero_of_mul h
    have hSpos : S.PosDef := hS.posDef_iff_isUnit.mpr
      ((isUnit_iff_isUnit_det S).mpr (isUnit_iff_ne_zero.mpr hdet))
    exact ⟨S⁻¹, hSpos.inv, trialEnergy_inv_sqrt hSpos⟩
  · rintro _ ⟨X, hX, rfl⟩
    exact zeroPointEnergy_le_trialEnergy hC.posSemidef hX

/-- The zero-point energy is a concave function of the force-constant matrix on the positive
definite matrices. -/
theorem zeroPointEnergy_concaveOn :
    ConcaveOn ℝ {C : Matrix n n ℝ | C.PosDef} zeroPointEnergy := by
  have hconv : Convex ℝ {C : Matrix n n ℝ | C.PosDef} := by
    intro A hA B hB a b ha hb hab
    change (a • A + b • B).PosDef
    rcases ha.eq_or_lt with h | h
    · have hb1 : b = 1 := by linarith
      rw [← h, hb1, zero_smul, one_smul, zero_add]
      exact hB
    · exact (PosDef.smul hA h).add_posSemidef (PosSemidef.smul (PosDef.posSemidef hB) hb)
  refine ⟨hconv, ?_⟩
  intro A hA B hB a b ha hb hab
  -- use the optimal trial matrix of the mixture for both end points
  obtain ⟨X, hX, hmin⟩ := (zeroPointEnergy_isLeast (hconv hA hB ha hb hab)).1
  have h1 := mul_le_mul_of_nonneg_left
    (zeroPointEnergy_le_trialEnergy (PosDef.posSemidef hA) hX) ha
  have h2 := mul_le_mul_of_nonneg_left
    (zeroPointEnergy_le_trialEnergy (PosDef.posSemidef hB) hX) hb
  have haff : trialEnergy (a • A + b • B) X = a * trialEnergy A X + b * trialEnergy B X := by
    simp only [trialEnergy, add_mul, Matrix.smul_mul, trace_add, trace_smul, smul_eq_mul]
    linear_combination (-(trace X⁻¹) / 4) * hab
  rw [← hmin, haff, smul_eq_mul, smul_eq_mul]
  linarith

/-- For force constants `K + g V`, the zero-point energy is concave in the coupling strength `g`
on the range where the force-constant matrix is positive definite. -/
theorem zeroPointEnergy_concaveOn_coupling (K V : Matrix n n ℝ) :
    ConcaveOn ℝ {g : ℝ | (K + g • V).PosDef} (fun g => zeroPointEnergy (K + g • V)) := by
  have hline : ∀ s t a b : ℝ, a + b = 1 →
      K + (a • s + b • t) • V = a • (K + s • V) + b • (K + t • V) := by
    intro s t a b hab
    obtain rfl : b = 1 - a := by linarith
    simp only [smul_eq_mul]
    module
  constructor
  · intro s hs t ht a b ha hb hab
    change (K + (a • s + b • t) • V).PosDef
    rw [hline s t a b hab]
    exact zeroPointEnergy_concaveOn.1 hs ht ha hb hab
  · intro s hs t ht a b ha hb hab
    change _ ≤ zeroPointEnergy (K + (a • s + b • t) • V)
    rw [hline s t a b hab]
    exact zeroPointEnergy_concaveOn.2 hs ht ha hb hab

/-- Oscillators of positive frequencies `ω i`, coupled by a matrix `V` with zero diagonal that
leaves the force constants positive semidefinite, have a zero-point energy of at most
`∑ ω i / 2`. -/
theorem zeroPointEnergy_coupled_le {ω : n → ℝ} (hω : ∀ i, 0 < ω i) {V : Matrix n n ℝ}
    (hV : ∀ i, V i i = 0) (hC : (diagonal (fun i => ω i ^ 2) + V).PosSemidef) :
    zeroPointEnergy (diagonal (fun i => ω i ^ 2) + V) ≤ (∑ i, ω i) / 2 := by
  -- the trial matrix is the optimal one of the uncoupled oscillators
  have hX : (diagonal (fun i => (ω i)⁻¹)).PosDef :=
    posDef_diagonal_iff.mpr (fun i => inv_pos.mpr (hω i))
  have hinv : (diagonal (fun i => (ω i)⁻¹))⁻¹ = diagonal ω := by
    apply inv_eq_right_inv
    rw [diagonal_mul_diagonal, ← diagonal_one]
    congr 1
    funext i
    exact inv_mul_cancel₀ (hω i).ne'
  have htr : trace ((diagonal (fun i => ω i ^ 2) + V) * diagonal (fun i => (ω i)⁻¹))
      = ∑ i, ω i := by
    refine Finset.sum_congr rfl (fun i _ => ?_)
    have hi := (hω i).ne'
    rw [diag_apply, mul_diagonal, Matrix.add_apply, diagonal_apply_eq, hV i, add_zero]
    field_simp
  have h := zeroPointEnergy_le_trialEnergy hC hX
  rw [trialEnergy, trace_add, htr, hinv, trace_diagonal] at h
  linarith

end

end ManyBodyDispersionConcavity
```

```lean
#print axioms ManyBodyDispersionConcavity.zeroPointEnergy_concaveOn_coupling
#print axioms ManyBodyDispersionConcavity.zeroPointEnergy_coupled_le
```

```
'ManyBodyDispersionConcavity.zeroPointEnergy_concaveOn_coupling' depends on axioms: [propext, Classical.choice, Quot.sound]
'ManyBodyDispersionConcavity.zeroPointEnergy_coupled_le' depends on axioms: [propext, Classical.choice, Quot.sound]
```

## From normal modes to concavity in Lean

`normal_modes` extracts $U$ and the eigenvalues from the spectral theorem. With `normal_modes_sq` it yields the square root in `exists_sqrt`. `zeroPointEnergy_sq` proves $E(S^2)=\tfrac12\operatorname{tr}S$: it removes $U$ from the secular polynomial, factorises the diagonal determinant and reads off the roots. There `Polynomial.X` is the secular variable and `Polynomial.C` embeds constants; neither is the matrix $X$ or $C$.

In `zeroPointEnergy_le_trialEnergy`, `hsquare` expands the product above, `hpos` gives its nonnegative trace and `hcycle` permutes the factors. `trialEnergy_inv_sqrt` inserts $S^{-1}$. `zeroPointEnergy_isLeast` combines the two, after deducing from $\det C\ne0$ that $S$ is invertible.

In `zeroPointEnergy_concaveOn`, `haff` is the affine identity, and `h1` and `h2` are the weighted bounds at the end points. `zeroPointEnergy_concaveOn_coupling` transfers the result through `hline`. `zeroPointEnergy_coupled_le` evaluates the two traces for the uncoupled trial matrix in `htr` and `hinv`.
